# Cubic rotations split the harmonic cubics into $A_2+T_1+T_2$

A: With $r^2=x^2+y^2+z^2$, the real harmonic homogeneous cubics are the direct sum of three spaces, each preserved by the 24 rotations of a cube centred at the origin with edges parallel to the coordinate axes:

- $A_2$, spanned by $xyz$, which is multiplied by the sign of the axis permutation;
- $T_1$, spanned by $x(5x^2-3r^2)$ and its cyclic partners;
- $T_2$, spanned by $x(y^2-z^2)$ and its cyclic partners.

$T_1$ and $T_2$ are irreducible and inequivalent.

Q: I know f orbitals as functions on a sphere. Where are they, and where are the rotations?

A: A harmonic homogeneous cubic is $r^3$ times a real $\ell=3$ angular function, so polynomials carry the angular part of the shell. Number the coordinates $x_0,x_1,x_2$. A permutation $\sigma$ and signs $\varepsilon_i=\pm1$ give the matrix $R$ that sends axis $i$ to $\varepsilon_i$ times axis $\sigma(i)$; this is `signedPerm σ ε`. The rotations of the cube are the $R$ with determinant 1. `rotate` is the substitution $p(x)\mapsto p(R^Tx)$, so $x_i\mapsto\varepsilon_i x_{\sigma(i)}$.

```lean
import Mathlib

open MvPolynomial Submodule

namespace CubicFieldFShell

noncomputable section

/-- Real polynomials in the coordinates x, y, z. -/
abbrev Poly := MvPolynomial (Fin 3) ℝ

/-- A sign, read as a real number. -/
def sg (u : ℤˣ) : ℝ := ((u : ℤ) : ℝ)

/-- The signed permutation matrix sending axis `i` to `ε i` times axis `σ i`. -/
def signedPerm (σ : Equiv.Perm (Fin 3)) (ε : Fin 3 → ℤˣ) : Matrix (Fin 3) (Fin 3) ℝ :=
  fun j i => if j = σ i then sg (ε i) else 0

/-- The action of a matrix `R` on polynomials, `p(x) ↦ p(Rᵀ x)`. -/
def rotate (R : Matrix (Fin 3) (Fin 3) ℝ) : Poly →ₐ[ℝ] Poly :=
  aeval fun i => ∑ j, C (R j i) * X j
```

Q: And the shell itself?

A: Write $f_i=x_i(5x_i^2-3r^2)$ and $g_i=x_i(x_{i+1}^2-x_{i+2}^2)$, with indices mod 3. They are `fz i` and `gz i`, unnormalised. `harmonicCubics` is defined independently of them, as the homogeneous cubics that the Laplacian kills.

```lean
/-- The squared radius. -/
def r2 : Poly := ∑ j, X j ^ 2

/-- The cubic xyz. -/
def xyz : Poly := X 0 * X 1 * X 2

/-- The cubics x(5x² - 3r²) and cyclic. -/
def fz (i : Fin 3) : Poly := X i * (5 * X i ^ 2 - 3 * r2)

/-- The cubics x(y² - z²) and cyclic. -/
def gz (i : Fin 3) : Poly := X i * (X (i + 1) ^ 2 - X (i + 2) ^ 2)

/-- The span of xyz. -/
def A2 : Submodule ℝ Poly := span ℝ {xyz}

/-- The span of x(5x² - 3r²) and cyclic. -/
def T1 : Submodule ℝ Poly := span ℝ (Set.range fz)

/-- The span of x(y² - z²) and cyclic. -/
def T2 : Submodule ℝ Poly := span ℝ (Set.range gz)

/-- The Laplace operator on polynomials. -/
def laplacian : Poly →ₗ[ℝ] Poly :=
  ∑ i : Fin 3, (pderiv i).toLinearMap ∘ₗ (pderiv i).toLinearMap

/-- The harmonic homogeneous cubics. -/
def harmonicCubics : Submodule ℝ Poly :=
  homogeneousSubmodule (Fin 3) ℝ 3 ⊓ LinearMap.ker laplacian
```

Q: Why should $xyz$ see only the permutation, when the axes also change sign?

A: In the Leibniz expansion, a sum over permutations, only the term of $\sigma$ itself survives, so $\det R=\operatorname{sgn}(\sigma)\,\varepsilon_0\varepsilon_1\varepsilon_2$. For a rotation this is 1, hence $\varepsilon_0\varepsilon_1\varepsilon_2=\operatorname{sgn}(\sigma)$, and that product is the factor $xyz$ acquires.

```lean
/-- The determinant is the sign of the permutation times the product of the axis signs. -/
theorem det_signedPerm (σ : Equiv.Perm (Fin 3)) (ε : Fin 3 → ℤˣ) :
    (signedPerm σ ε).det = sg (Equiv.Perm.sign σ) * ∏ i, sg (ε i) := by
  rw [Matrix.det_apply, Finset.sum_eq_single σ]
  · simp [signedPerm, sg, Units.smul_def]
  · intro τ _ h
    obtain ⟨i, hi⟩ : ∃ i, τ i ≠ σ i := by
      by_contra! hh
      exact h (Equiv.ext hh)
    rw [Finset.prod_eq_zero (Finset.mem_univ i) (by simp [signedPerm, hi]), smul_zero]
  · simp

/-- A signed permutation sends each coordinate to a signed coordinate. -/
theorem rotate_X (σ : Equiv.Perm (Fin 3)) (ε : Fin 3 → ℤˣ) (i : Fin 3) :
    rotate (signedPerm σ ε) (X i) = C (sg (ε i)) * X (σ i) := by
  rw [rotate, aeval_X, Finset.sum_eq_single (σ i)]
  · simp [signedPerm]
  · intro j _ h
    simp [signedPerm, h]
  · simp

/-- Under a rotation of the cube, xyz is multiplied by the sign of the axis permutation. -/
theorem rotate_xyz (σ : Equiv.Perm (Fin 3)) (ε : Fin 3 → ℤˣ)
    (h : (signedPerm σ ε).det = 1) :
    rotate (signedPerm σ ε) xyz = sg (Equiv.Perm.sign σ) • xyz := by
  have hs : sg (Equiv.Perm.sign σ) ^ 2 = 1 := by
    rcases Int.units_eq_one_or (Equiv.Perm.sign σ) with h | h <;> simp [sg, h]
  rw [det_signedPerm] at h
  have hP : ∏ i, sg (ε i) = sg (Equiv.Perm.sign σ) := by
    linear_combination sg (Equiv.Perm.sign σ) * h - (∏ i, sg (ε i)) * hs
  have hx : xyz = ∏ i : Fin 3, (X i : Poly) := by rw [Fin.prod_univ_three, xyz]
  rw [hx, map_prod, Finset.prod_congr rfl fun i _ => rotate_X σ ε i,
    Finset.prod_mul_distrib, Equiv.prod_comp σ (fun j => (X j : Poly)), ← map_prod, hP,
    smul_eq_C_mul]
```

Q: What distinguishes the two triplets?

A: Squares lose their signs and $r^2$ is invariant, so $f_i\mapsto\varepsilon_i f_{\sigma(i)}$. In $g_i$ an even permutation keeps the cyclic order of the axes, while an odd one reverses it and exchanges the two squares. Hence $g_i\mapsto\operatorname{sgn}(\sigma)\,\varepsilon_i g_{\sigma(i)}$. Lean settles the cyclic-order claim by checking all cases with `decide`.

```lean
/-- The cubics x(5x² - 3r²) transform like the coordinates. -/
theorem rotate_fz (σ : Equiv.Perm (Fin 3)) (ε : Fin 3 → ℤˣ) (i : Fin 3) :
    rotate (signedPerm σ ε) (fz i) = sg (ε i) • fz (σ i) := by
  have hs : ∀ j, (C (sg (ε j)) : Poly) ^ 2 = 1 := fun j => by
    rcases Int.units_eq_one_or (ε j) with h | h <;> simp [sg, h]
  have hr : rotate (signedPerm σ ε) r2 = r2 := by
    simp only [r2, map_sum, map_pow, rotate_X, mul_pow, hs, one_mul]
    exact Equiv.sum_comp σ (fun j => (X j : Poly) ^ 2)
  simp only [fz, map_mul, map_sub, map_pow, map_ofNat, hr, rotate_X, smul_eq_C_mul]
  linear_combination 5 * C (sg (ε i)) * X (σ i) ^ 3 * hs i

/-- The cubics x(y² - z²) transform like the coordinates times the permutation sign. -/
theorem rotate_gz (σ : Equiv.Perm (Fin 3)) (ε : Fin 3 → ℤˣ) (i : Fin 3) :
    rotate (signedPerm σ ε) (gz i) =
      (sg (Equiv.Perm.sign σ) * sg (ε i)) • gz (σ i) := by
  have hs : ∀ j, (C (sg (ε j)) : Poly) ^ 2 = 1 := fun j => by
    rcases Int.units_eq_one_or (ε j) with h | h <;> simp [sg, h]
  -- even permutations keep the cyclic order, odd ones reverse it
  have key : ∀ (σ : Equiv.Perm (Fin 3)) (i : Fin 3),
      (Equiv.Perm.sign σ = 1 ∧ σ (i + 1) = σ i + 1 ∧ σ (i + 2) = σ i + 2) ∨
      (Equiv.Perm.sign σ = -1 ∧ σ (i + 1) = σ i + 2 ∧ σ (i + 2) = σ i + 1) := by decide
  simp only [gz, map_mul, map_sub, map_pow, rotate_X, mul_pow, hs, one_mul, smul_eq_C_mul]
  rcases key σ i with ⟨h, h1, h2⟩ | ⟨h, h1, h2⟩ <;> rw [h, h1, h2] <;> simp [sg] <;> ring
```

Q: How do you know no harmonic cubic is missing?

A: Start with all homogeneous cubics. The identities
$$5x_i^3=f_i+3r^2x_i,\qquad 2x_ix_{i+1}^2=g_i+r^2x_i-x_i^3,\qquad x_ix_{i+2}^2=x_ix_{i+1}^2-g_i,$$
together with $xyz$, produce all ten cubic monomials. So every homogeneous cubic is $p=h+r^2\sum_i l_ix_i$ with $h\in A_2+T_1+T_2$ and real $l_i$. `cubic_split` runs through the exponents in just this way.

```lean
/-- Every homogeneous cubic is a member of A2 + T1 + T2 plus r² times a linear form. -/
theorem cubic_split {p : Poly} (hp : p.IsHomogeneous 3) :
    ∃ h ∈ A2 ⊔ T1 ⊔ T2, ∃ l : Fin 3 → ℝ, h + ∑ i, l i • (r2 * X i) = p := by
  let S := A2 ⊔ T1 ⊔ T2 ⊔ span ℝ (Set.range fun i : Fin 3 => r2 * X i)
  have hx : xyz ∈ S := mem_sup_left (mem_sup_left (mem_sup_left (subset_span rfl)))
  have hf : ∀ i, fz i ∈ S := fun i =>
    mem_sup_left (mem_sup_left (mem_sup_right (subset_span ⟨i, rfl⟩)))
  have hg : ∀ i, gz i ∈ S := fun i => mem_sup_left (mem_sup_right (subset_span ⟨i, rfl⟩))
  have hr : ∀ i, r2 * X i ∈ S := fun i => mem_sup_right (subset_span ⟨i, rfl⟩)
  have h1 : ∀ i, (X i : Poly) ^ 3 ∈ S := fun i => by
    refine (S.smul_mem_iff (show (5 : ℝ) ≠ 0 by norm_num)).1 ?_
    have e : (5 : ℝ) • (X i : Poly) ^ 3 = fz i + (3 : ℝ) • (r2 * X i) := by
      simp only [smul_eq_C_mul, map_ofNat, fz]
      ring
    rw [e]
    exact S.add_mem (hf i) (S.smul_mem _ (hr i))
  have h2 : ∀ i, (X i : Poly) * X (i + 1) ^ 2 ∈ S := fun i => by
    refine (S.smul_mem_iff (show (2 : ℝ) ≠ 0 by norm_num)).1 ?_
    have c : r2 = X i ^ 2 + X (i + 1) ^ 2 + X (i + 2) ^ 2 := by
      rw [r2, ← Equiv.sum_comp (Equiv.addLeft i) (fun j => (X j : Poly) ^ 2),
        Fin.sum_univ_three]
      simp
    have e : (2 : ℝ) • ((X i : Poly) * X (i + 1) ^ 2) = gz i + r2 * X i - X i ^ 3 := by
      simp only [smul_eq_C_mul, map_ofNat, gz, c]
      ring
    rw [e]
    exact S.sub_mem (S.add_mem (hg i) (hr i)) (h1 i)
  have h3 : ∀ i, (X i : Poly) * X (i + 2) ^ 2 ∈ S := fun i => by
    have e : (X i : Poly) * X (i + 2) ^ 2 = X i * X (i + 1) ^ 2 - gz i := by
      rw [gz]
      ring
    rw [e]
    exact S.sub_mem (h2 i) (hg i)
  have a0 : (X 0 : Poly) * X 1 ^ 2 ∈ S := h2 0
  have a1 : (X 1 : Poly) * X 2 ^ 2 ∈ S := h2 1
  have a2 : (X 2 : Poly) * X 0 ^ 2 ∈ S := h2 2
  have b0 : (X 0 : Poly) * X 2 ^ 2 ∈ S := h3 0
  have b1 : (X 1 : Poly) * X 0 ^ 2 ∈ S := h3 1
  have b2 : (X 2 : Poly) * X 1 ^ 2 ∈ S := h3 2
  have go : ∀ q q' : Poly, q' ∈ S → q = q' → q ∈ S := fun q q' h e => e ▸ h
  have mono : ∀ a b c : ℕ, a + b + c = 3 → (X 0 : Poly) ^ a * X 1 ^ b * X 2 ^ c ∈ S := by
    intro a b c h
    have ha : a ≤ 3 := by omega
    have hb : b ≤ 3 := by omega
    have hc : c ≤ 3 := by omega
    interval_cases a <;> interval_cases b <;> interval_cases c <;> first
      | omega
      | exact go _ _ (h1 0) (by ring1)
      | exact go _ _ (h1 1) (by ring1)
      | exact go _ _ (h1 2) (by ring1)
      | exact go _ _ a0 (by ring1)
      | exact go _ _ a1 (by ring1)
      | exact go _ _ a2 (by ring1)
      | exact go _ _ b0 (by ring1)
      | exact go _ _ b1 (by ring1)
      | exact go _ _ b2 (by ring1)
      | exact go _ _ hx (by rw [xyz]; ring1)
  have hpS : p ∈ S := by
    rw [p.as_sum]
    refine S.sum_mem fun d hd => ?_
    have h := hp (mem_support_iff.1 hd)
    rw [Finsupp.weight_apply, Finsupp.sum_fintype _ _ (by simp)] at h
    rw [monomial_eq, Finsupp.prod_fintype _ _ (by simp), Fin.prod_univ_three,
      ← smul_eq_C_mul]
    exact S.smul_mem _ (mono _ _ _ (by simpa [Fin.sum_univ_three] using h))
  obtain ⟨h, hh, q, hq, e⟩ := mem_sup.1 hpS
  obtain ⟨l, rfl⟩ := (mem_span_range_iff_exists_fun ℝ).1 hq
  exact ⟨h, hh, l, e⟩
```

Q: And that the sum is direct?

A: Suppose $a\,xyz+\sum_i b_if_i+\sum_i c_ig_i=0$. On the unit vector along axis $i$ only $f_i$ is nonzero, with value 2, so $b_i=0$. The points $(1,1,0)$ and $(1,-1,0)$ give $c_0-c_1=0$ and $c_0+c_1=0$; $(0,1,1)$ gives $c_1-c_2=0$; $(1,1,1)$ then gives $a=0$.

```lean
/-- The seven cubics are linearly independent. -/
theorem independent (a : ℝ) (b c : Fin 3 → ℝ)
    (h : a • xyz + ∑ i, b i • fz i + ∑ i, c i • gz i = 0) :
    a = 0 ∧ (∀ i, b i = 0) ∧ ∀ i, c i = 0 := by
  have ev := fun x y z : ℝ => congrArg (eval ![x, y, z]) h
  simp [xyz, fz, gz, r2, Fin.sum_univ_three, smul_eval] at ev
  have b0 : b 0 = 0 := by linarith [ev 1 0 0]
  have b1 : b 1 = 0 := by linarith [ev 0 1 0]
  have b2 : b 2 = 0 := by linarith [ev 0 0 1]
  have c0 : c 0 = 0 := by linarith [ev 1 1 0, ev 1 (-1) 0]
  have c1 : c 1 = 0 := by linarith [ev 1 1 0]
  have c2 : c 2 = 0 := by linarith [ev 0 1 1]
  refine ⟨by linarith [ev 1 1 1], fun i => ?_, fun i => ?_⟩
  · fin_cases i
    exacts [b0, b1, b2]
  · fin_cases i
    exacts [c0, c1, c2]
```

Q: Harmonicity has not been used yet.

A: It enters now. Differentiation gives $\Delta(xyz)=0$, $\Delta f_i=30x_i-30x_i=0$, $\Delta g_i=2x_i-2x_i=0$ and $\Delta(r^2x_i)=10x_i$. If $p$ is harmonic, then $10\sum_i l_ix_i=0$, so every $l_i$ vanishes and $p=h$. In the theorem, `⊔` is the sum of subspaces, and the two `Disjoint` clauses make it direct. The quantifier over `σ` and `ε` with determinant 1 covers the whole rotation group, since half of the $6\cdot8$ signed permutations qualify.

```lean
/-- The harmonic cubics are the direct sum of A2, T1 and T2; each cube rotation acts on A2 by the
permutation sign and preserves T1 and T2. -/
theorem f_eq_a2_t1_t2 :
    A2 ⊔ T1 ⊔ T2 = harmonicCubics ∧ Disjoint A2 T1 ∧ Disjoint (A2 ⊔ T1) T2 ∧
    ∀ σ ε, (signedPerm σ ε).det = 1 →
      (∀ p ∈ A2, rotate (signedPerm σ ε) p = sg (Equiv.Perm.sign σ) • p) ∧
      (∀ p ∈ T1, rotate (signedPerm σ ε) p ∈ T1) ∧
      (∀ p ∈ T2, rotate (signedPerm σ ε) p ∈ T2) := by
  have lap : ∀ q, laplacian q = ∑ i, pderiv i (pderiv i q) := fun q => by simp [laplacian]
  have num : ∀ (i : Fin 3) (n : ℕ) [n.AtLeastTwo],
      pderiv i (OfNat.ofNat n : Poly) = 0 := fun i n _ => by
    rw [← map_ofNat (C : ℝ →+* Poly) n, pderiv_C]
  have hX := fun i : Fin 3 => isHomogeneous_X ℝ i
  have hX2 : ∀ i : Fin 3, (X i ^ 2 : Poly).IsHomogeneous 2 := fun i => (hX i).pow 2
  have hr : r2.IsHomogeneous 2 := IsHomogeneous.sum _ _ _ fun i _ => hX2 i
  have hn : ∀ (n : ℕ) [n.AtLeastTwo] (q : Poly), q.IsHomogeneous 2 →
      ((OfNat.ofNat n : Poly) * q).IsHomogeneous 2 := fun n _ q hq => by
    rw [← map_ofNat (C : ℝ →+* Poly) n, ← smul_eq_C_mul]
    exact (homogeneousSubmodule (Fin 3) ℝ 2).smul_mem _ hq
  have hsub : ∀ q q' : Poly, q.IsHomogeneous 2 → q'.IsHomogeneous 2 →
      (q - q').IsHomogeneous 2 := fun q q' h h' =>
    (homogeneousSubmodule (Fin 3) ℝ 2).sub_mem h h'
  have le : A2 ⊔ T1 ⊔ T2 ≤ harmonicCubics := by
    refine sup_le (sup_le (span_le.2 ?_) (span_le.2 ?_)) (span_le.2 ?_)
    · rintro _ rfl
      refine ⟨((hX 0).mul (hX 1)).mul (hX 2), LinearMap.mem_ker.2 ?_⟩
      simp [lap, xyz, Fin.sum_univ_three, pderiv_X, Pi.single_apply]
    · rintro _ ⟨i, rfl⟩
      refine ⟨(hX i).mul (hsub _ _ (hn 5 _ (hX2 i)) (hn 3 _ hr)), LinearMap.mem_ker.2 ?_⟩
      fin_cases i <;>
        simp [lap, fz, r2, num, Fin.sum_univ_three, pderiv_X, Pi.single_apply] <;> ring
    · rintro _ ⟨i, rfl⟩
      refine ⟨(hX i).mul (hsub _ _ (hX2 _) (hX2 _)), LinearMap.mem_ker.2 ?_⟩
      fin_cases i <;>
        simp [lap, gz, num, Fin.sum_univ_three, pderiv_X, Pi.single_apply]
  have lr : ∀ i, laplacian (r2 * X i) = 10 * X i := fun i => by
    fin_cases i <;>
      simp [lap, r2, num, Fin.sum_univ_three, pderiv_X, Pi.single_apply] <;> ring
  refine ⟨le_antisymm le ?_, ?_, ?_, fun σ ε hd => ⟨?_, ?_, ?_⟩⟩
  · -- harmonicity removes the part r² times a linear form
    rintro p ⟨hp, hl⟩
    obtain ⟨h, hh, l, rfl⟩ := cubic_split hp
    have e := LinearMap.mem_ker.1 hl
    rw [map_add, LinearMap.mem_ker.1 (le hh).2, zero_add, map_sum] at e
    simp only [map_smul, lr] at e
    have l0 : ∀ j, l j = 0 := fun j => by
      have := congrArg (eval (Pi.single j (1 : ℝ))) e
      simpa [smul_eval, Pi.single_apply] using this
    simpa [l0] using hh
  · rw [disjoint_def]
    intro x h1 h2
    obtain ⟨a, rfl⟩ := mem_span_singleton.1 h1
    obtain ⟨b, hb⟩ := (mem_span_range_iff_exists_fun ℝ).1 h2
    have := independent a (-b) 0 (by simp [hb])
    simp [this.1]
  · rw [disjoint_def]
    intro x h1 h2
    obtain ⟨y, hy, z, hz, rfl⟩ := mem_sup.1 h1
    obtain ⟨a, rfl⟩ := mem_span_singleton.1 hy
    obtain ⟨b, rfl⟩ := (mem_span_range_iff_exists_fun ℝ).1 hz
    obtain ⟨c, hc⟩ := (mem_span_range_iff_exists_fun ℝ).1 h2
    have := independent a b (-c) (by simp [hc])
    simp [this.1, this.2.1]
  · intro p hp
    obtain ⟨a, rfl⟩ := mem_span_singleton.1 hp
    rw [map_smul, rotate_xyz σ ε hd, smul_comm]
  · intro p hp
    obtain ⟨b, rfl⟩ := (mem_span_range_iff_exists_fun ℝ).1 hp
    rw [map_sum]
    refine T1.sum_mem fun i _ => ?_
    rw [map_smul, rotate_fz]
    exact T1.smul_mem _ (T1.smul_mem _ (subset_span ⟨_, rfl⟩))
  · intro p hp
    obtain ⟨b, rfl⟩ := (mem_span_range_iff_exists_fun ℝ).1 hp
    rw [map_sum]
    refine T2.sum_mem fun i _ => ?_
    rw [map_smul, rotate_gz]
    exact T2.smul_mem _ (T2.smul_mem _ (subset_span ⟨_, rfl⟩))
```

Q: Invariant triplets could still break up further.

A: Let $v_i$ be the basis functions of either triplet ($f_i$ or $g_i$), let $W$ be a nonzero invariant subspace of that triplet, and take $p=\sum_i c_iv_i$ in $W$ with $c_k\neq0$. The half turn about axis $k$ fixes $v_k$ and reverses the other two, so adding the rotated $p$ to $p$ leaves $2c_kv_k$. Cyclic rotations carry $v_k$ to the others, and $W$ is the whole triplet.

```lean
/-- T1 and T2 are irreducible under the cube rotations: a nonzero subspace of either that all these
rotations preserve is the whole. -/
theorem irreducible {T W : Submodule ℝ Poly} (hT : T = T1 ∨ T = T2) (hW : W ≤ T)
    (h0 : W ≠ ⊥) (hinv : ∀ σ ε, (signedPerm σ ε).det = 1 →
      ∀ p ∈ W, rotate (signedPerm σ ε) p ∈ W) : W = T := by
  obtain ⟨v, χ, rfl, hv⟩ : ∃ (v : Fin 3 → Poly) (χ : Equiv.Perm (Fin 3) →* ℤˣ),
      T = span ℝ (Set.range v) ∧ ∀ σ ε i, rotate (signedPerm σ ε) (v i) =
        (sg (χ σ) * sg (ε i)) • v (σ i) := by
    rcases hT with rfl | rfl
    · exact ⟨fz, 1, rfl, fun σ ε i => by simp [rotate_fz, sg]⟩
    · exact ⟨gz, Equiv.Perm.sign, rfl, rotate_gz⟩
  obtain ⟨p, hp, hp0⟩ := W.exists_mem_ne_zero_of_ne_bot h0
  obtain ⟨c, rfl⟩ := (mem_span_range_iff_exists_fun ℝ).1 (hW hp)
  obtain ⟨k, hk⟩ : ∃ k, c k ≠ 0 := by
    by_contra! h
    exact hp0 (by simp [h])
  -- the half turn about axis k isolates the k-th function
  have hd : ∀ k : Fin 3, (signedPerm 1 (fun j => if j = k then 1 else -1)).det = 1 := by
    intro k
    rw [det_signedPerm]
    fin_cases k <;> simp [sg, Fin.prod_univ_three]
  have h2 := W.add_mem hp (hinv _ _ (hd k) _ hp)
  rw [map_sum, ← Finset.sum_add_distrib, Finset.sum_eq_single k
    (fun j _ hj => by rw [map_smul, hv]; simp [sg, hj]) (by simp), map_smul, hv] at h2
  have h3 : (2 * c k) • v k ∈ W := by
    simpa [sg, two_mul, add_smul] using h2
  have hvk := (W.smul_mem_iff (mul_ne_zero two_ne_zero hk)).1 h3
  -- cyclic rotations carry it to the other two
  refine le_antisymm hW (span_le.2 ?_)
  rintro _ ⟨j, rfl⟩
  have hs : ∀ a : Fin 3, Equiv.Perm.sign (Equiv.addRight a) = 1 := by decide
  have h4 := hinv (Equiv.addRight (j - k)) 1
    (by rw [det_signedPerm, hs]; simp [sg]) _ hvk
  have e : Equiv.addRight (j - k) k = j := by simp
  rw [hv, e] at h4
  exact (W.smul_mem_iff (by simp [sg])).1 h4
```

Q: The inequivalence theorem below mentions only matrices. Is it about $T_1$ and $T_2$?

A: Yes, through the transformation laws: in the bases $f_i$ and $g_i$ the rotation acts by $R$ and by $\operatorname{sgn}(\sigma)R$. A change of basis $P$ with inverse $Q$ would preserve traces. The quarter turn $x\mapsto y$, $y\mapsto-x$, $z\mapsto z$ has traces $1$ and $-1$.

```lean
/-- No single change of basis turns R into sign(σ) R for every cube rotation R, where σ is the axis
permutation of R. -/
theorem t1_t2_inequivalent :
    ¬ ∃ P Q : Matrix (Fin 3) (Fin 3) ℝ, Q * P = 1 ∧ ∀ σ ε, (signedPerm σ ε).det = 1 →
      P * signedPerm σ ε * Q = sg (Equiv.Perm.sign σ) • signedPerm σ ε := by
  rintro ⟨P, Q, hQ, h⟩
  -- compare traces for a quarter turn about z
  have hs : Equiv.Perm.sign (Equiv.swap (0 : Fin 3) 1) = -1 := by decide
  have e := congrArg Matrix.trace (h (Equiv.swap 0 1) ![1, -1, 1]
    (by rw [det_signedPerm, hs]; simp [sg, Fin.prod_univ_three]))
  rw [Matrix.trace_mul_comm, ← mul_assoc, hQ, one_mul, hs, Matrix.trace_smul] at e
  have t : (signedPerm (Equiv.swap 0 1) ![1, -1, 1]).trace = 1 := by
    simp [Matrix.trace_fin_three, signedPerm, sg, Equiv.swap_apply_def]
  rw [t] at e
  norm_num [sg] at e

end

end CubicFieldFShell
```

```lean
#print axioms CubicFieldFShell.cubic_split
-- 'CubicFieldFShell.cubic_split' depends on axioms: [propext, Classical.choice, Quot.sound]
#print axioms CubicFieldFShell.f_eq_a2_t1_t2
-- 'CubicFieldFShell.f_eq_a2_t1_t2' depends on axioms: [propext, Classical.choice, Quot.sound]
#print axioms CubicFieldFShell.irreducible
-- 'CubicFieldFShell.irreducible' depends on axioms: [propext, Classical.choice, Quot.sound]
#print axioms CubicFieldFShell.t1_t2_inequivalent
-- 'CubicFieldFShell.t1_t2_inequivalent' depends on axioms: [propext, Classical.choice, Quot.sound]
```

Q: So does this give me the crystal-field levels?

A: It gives the symmetry input. For one spinless electron confined to an f shell in a cubic field, Schur's lemma then allows at most three distinct energies, on spaces of dimension 1, 3 and 3. That last inference is ours, as the file contains no Hamiltonian; the order and spacing of the levels depend on the field.
